# Sign runs in the Taylor series of a conjugate pole pair bound the pole angle

## Two plus signs, a zero, two minus signs

Take the function

$$\frac{1}{1-x+x^2}=\frac{1+x}{1+x^3}=1+x-x^3-x^4+x^6+\cdots$$

Its poles are $e^{\pm i\pi/3}$. The coefficient of order $n$ is $\sin((n+1)\pi/3)/\sin(\pi/3)$: a phase advances by $60^\circ$ per order, and the sign records which half turn it is in. A smaller pole angle means a slower phase, and the runs of one sign grow without bound as the angle tends to 0.

## Signs in a perturbation series

In a calculation, one generates the energy corrections order by order in a fixed finite basis and lists their signs. If one conjugate pair of singularities dominates at high order, the run lengths there indicate its angle in the complex coupling plane. The theorems treat this for a model function with a constant numerator and exactly two simple poles. A numerator that depends on the coupling can shift the phase. The singularities of finite-basis energies are typically branch points, whose coefficients generally carry a different phase offset and an extra dependence on $n$. In both cases the window for the initial run, stated below, need not hold. For branch points the bound on the run length can fail at low orders too: $\sqrt{1+x+x^2}=1+\tfrac12x+\tfrac38x^2-\tfrac3{16}x^3+\cdots$ has branch points at angles $\pm120^\circ$ and starts with three positive coefficients, where the bound for poles would allow at most two.

## What is stated

Let $r>0$, $0<\theta<\pi$ and $z=re^{i\theta}$, and let $c_n$ be the Taylor coefficients at 0 of $1/((1-x/z)(1-x/\bar z))$. Then:

- `pairCoeff_eq`: $c_n=\sin((n+1)\theta)/(r^n\sin\theta)$.
- `run_length_lt`: $L$ consecutive strictly positive, or strictly negative, coefficients satisfy $L<1+\pi/\theta$.
- `complete_run_window`: a run of $L\ge1$ positive coefficients with a non-positive one on either side gives $(L-1)\theta<\pi\le(L+1)\theta$.
- `initial_run_window`: if $c_0,\dots,c_{N-1}$ are positive and $c_N$ is not, then $N\theta<\pi\le(N+1)\theta$.

In Lean, `conjPair` is the function of a complex coupling $x$, `taylorCoeff` is the $n$-th derivative at 0 divided by $n!$, and `pairCoeff r θ n` is $c_n$. It has complex type, so signs are those of `.re`; the first theorem shows that nothing is lost. The strict bounds on $\theta$ keep the two poles distinct. The signs confine $\theta$ to an interval and say nothing about $r$.

## From two geometric series to a sine

Put $p=1/z=r^{-1}e^{-i\theta}$ and $q=1/\bar z=r^{-1}e^{i\theta}$. For $|x|<r$,

$$\frac{1}{(1-xp)(1-xq)}=\frac{1}{p-q}\left(\frac{p}{1-xp}-\frac{q}{1-xq}\right)=\sum_{n\ge0}\frac{p^{n+1}-q^{n+1}}{p-q}\,x^n .$$

Power series are unique, so these are the Taylor coefficients. Since $p^m-q^m=-2i\,r^{-m}\sin(m\theta)$,

$$c_n=\frac{-2i\,r^{-(n+1)}\sin((n+1)\theta)}{-2i\,r^{-1}\sin\theta}=\frac{\sin((n+1)\theta)}{r^n\sin\theta}.$$

As $r^n\sin\theta>0$, the sign is that of $\sin((n+1)\theta)$.

## A phase that cannot jump a half turn

Let a positive run of length $L\ge1$ start at phase $\varphi$. Removing full turns gives $\psi\in[0,2\pi)$ with $\sin\psi>0$, so $0<\psi<\pi$. If $\psi+k\theta<\pi$, the next phase is below $2\pi$; were it at least $\pi$, its sine would be non-positive. Hence every phase of the run stays below $\pi$, and

$$(L-1)\theta<\psi+(L-1)\theta<\pi .$$

This is the length bound; $L=0$ is trivial, and a negative run becomes positive on adding $\pi$ to its phases.

If the coefficient before the run is non-positive, then $\psi-\theta\le0$. If the one after it is, then $\psi+L\theta\ge\pi$. Together, $\pi\le(L+1)\theta$. For the initial run $\psi=\theta$, which sharpens the other side to $N\theta<\pi$.

## The poles $1\pm2i$

Here the function is $5/(5-2x+x^2)$, so $c_n=(2c_{n-1}-c_{n-2})/5$ for $n\ge2$, with $c_0=1$ and $c_1=0.4$. Then $c_2=(0.8-1)/5=-0.04$. Thus $N=2$ and $60^\circ\le\theta<90^\circ$; the actual angle is $\arctan2\approx63.4^\circ$.

## The Lean file

```lean
import Mathlib

open scoped Real Topology ComplexConjugate

namespace LargeOrderSigns

noncomputable section

/-- The `n`-th Taylor coefficient at the origin, `f⁽ⁿ⁾(0) / n!`. -/
def taylorCoeff (f : ℂ → ℂ) (n : ℕ) : ℂ := iteratedDeriv n f 0 / (n.factorial : ℂ)

/-- The function of the coupling `x` with simple poles at `z` and its complex conjugate,
for non-real `z` and `x` away from both poles. -/
def conjPair (z x : ℂ) : ℂ := 1 / ((1 - x / z) * (1 - x / conj z))

/-- The Taylor coefficient of order `n` of `conjPair z` at `z = r exp(i θ)`; for `r > 0` and
`0 < θ < π` this function has the simple poles `r exp(± i θ)`. -/
def pairCoeff (r θ : ℝ) (n : ℕ) : ℂ :=
  taylorCoeff (conjPair ((r : ℂ) * Complex.exp ((θ : ℂ) * Complex.I))) n

/-- For `p ≠ q`, the power series with coefficients `(pⁿ⁺¹ - qⁿ⁺¹) / (p - q)` converges to
`1 / ((1 - x p) (1 - x q))` at every `x` with `|x p| < 1` and `|x q| < 1`. -/
theorem hasSum_twoPole {p q x : ℂ} (hpq : p ≠ q) (hp : ‖x * p‖ < 1) (hq : ‖x * q‖ < 1) :
    HasSum (fun n : ℕ => x ^ n * ((p ^ (n + 1) - q ^ (n + 1)) / (p - q)))
      (1 / ((1 - x * p) * (1 - x * q))) := by
  have hd : p - q ≠ 0 := sub_ne_zero.mpr hpq
  have hne : ∀ y : ℂ, ‖y‖ < 1 → 1 - y ≠ 0 := by
    intro y hy h
    have h1 : y = 1 := by linear_combination -h
    rw [h1] at hy
    simp at hy
  -- partial fractions: the difference of two geometric series
  have h : HasSum (fun n : ℕ => (p * (x * p) ^ n - q * (x * q) ^ n) / (p - q))
      ((p * (1 - x * p)⁻¹ - q * (1 - x * q)⁻¹) / (p - q)) :=
    (((hasSum_geometric_of_norm_lt_one hp).mul_left p).sub
      ((hasSum_geometric_of_norm_lt_one hq).mul_left q)).div_const (p - q)
  convert h using 1
  · funext n
    rw [mul_pow, mul_pow]
    ring
  · rw [eq_div_iff hd, ← div_eq_mul_inv, ← div_eq_mul_inv,
      div_sub_div _ _ (hne _ hp) (hne _ hq), div_mul_eq_mul_div]
    congr 1
    ring

/-- For `p ≠ q`, the Taylor coefficients at the origin of `1 / ((1 - x p) (1 - x q))` are
`(pⁿ⁺¹ - qⁿ⁺¹) / (p - q)`. -/
theorem taylorCoeff_twoPole {p q : ℂ} (hpq : p ≠ q) (n : ℕ) :
    taylorCoeff (fun x => 1 / ((1 - x * p) * (1 - x * q))) n
      = (p ^ (n + 1) - q ^ (n + 1)) / (p - q) := by
  have near : ∀ a : ℂ, ∀ᶠ x : ℂ in 𝓝 0, ‖x * a‖ < 1 := by
    intro a
    have hc : Continuous (fun x : ℂ => ‖x * a‖) := by fun_prop
    exact hc.continuousAt.eventually_lt continuousAt_const (by simp)
  have hs : HasFPowerSeriesAt (fun x : ℂ => 1 / ((1 - x * p) * (1 - x * q)))
      (FormalMultilinearSeries.ofScalars ℂ
        (fun k : ℕ => (p ^ (k + 1) - q ^ (k + 1)) / (p - q))) 0 := by
    rw [hasFPowerSeriesAt_iff]
    filter_upwards [near p, near q] with x hx hy
    simp only [FormalMultilinearSeries.coeff_ofScalars, smul_eq_mul, zero_add]
    exact hasSum_twoPole hpq hx hy
  -- a convergent power series is the Taylor series
  obtain ⟨R, hR⟩ := hs
  have h := hR.factorial_smul 1 n
  have hc : (FormalMultilinearSeries.ofScalars ℂ
      (fun k : ℕ => (p ^ (k + 1) - q ^ (k + 1)) / (p - q))) n (fun _ => (1 : ℂ))
      = (p ^ (n + 1) - q ^ (n + 1)) / (p - q) :=
    FormalMultilinearSeries.coeff_ofScalars
  have hf : (n.factorial : ℂ) ≠ 0 := by exact_mod_cast n.factorial_ne_zero
  rw [taylorCoeff, iteratedDeriv_eq_iteratedFDeriv, ← h, hc, nsmul_eq_mul,
    mul_div_cancel_left₀ _ hf]

/-- For `r > 0` and `0 < θ < π`, the Taylor coefficients of `conjPair z` at `z = r exp(i θ)` are the
real numbers `sin((n+1)θ) / (rⁿ sin θ)`. -/
theorem pairCoeff_eq {r θ : ℝ} (hr : 0 < r) (h0 : 0 < θ) (h1 : θ < π) (n : ℕ) :
    pairCoeff r θ n = ((Real.sin (((n : ℝ) + 1) * θ) / (r ^ n * Real.sin θ) : ℝ) : ℂ) := by
  have hrC : (r : ℂ) ≠ 0 := by exact_mod_cast hr.ne'
  have hsC : Complex.sin (θ : ℂ) ≠ 0 := by
    rw [← Complex.ofReal_sin]
    exact_mod_cast (Real.sin_pos_of_pos_of_lt_pi h0 h1).ne'
  have hp : ((r : ℂ) * Complex.exp (θ * Complex.I))⁻¹
      = (r : ℂ)⁻¹ * Complex.exp (-(θ * Complex.I)) := by
    rw [mul_inv, ← Complex.exp_neg]
  have hq : (conj ((r : ℂ) * Complex.exp (θ * Complex.I)))⁻¹
      = (r : ℂ)⁻¹ * Complex.exp (θ * Complex.I) := by
    rw [map_mul, Complex.conj_ofReal, ← Complex.exp_conj, map_mul, Complex.conj_ofReal,
      Complex.conj_I, mul_neg, mul_inv, ← Complex.exp_neg, neg_neg]
  -- the two poles interfere to a sine
  have hd : ∀ m : ℕ, ((r : ℂ)⁻¹ * Complex.exp (-(θ * Complex.I))) ^ m
      - ((r : ℂ)⁻¹ * Complex.exp (θ * Complex.I)) ^ m
      = (r : ℂ)⁻¹ ^ m * (-2 * Complex.I * Complex.sin (m * θ)) := by
    intro m
    rw [mul_pow, mul_pow, ← Complex.exp_nat_mul, ← Complex.exp_nat_mul, Complex.sin,
      show (m : ℂ) * (-(θ * Complex.I)) = -(m * θ) * Complex.I by ring,
      show (m : ℂ) * (θ * Complex.I) = m * θ * Complex.I by ring]
    linear_combination ((r : ℂ)⁻¹ ^ m * (Complex.exp (-(m * θ) * Complex.I)
      - Complex.exp (m * θ * Complex.I))) * Complex.I_sq
  have hd1 := hd 1
  rw [pow_one, pow_one, pow_one, Nat.cast_one, one_mul] at hd1
  have hne : (r : ℂ)⁻¹ * (-2 * Complex.I * Complex.sin θ) ≠ 0 :=
    mul_ne_zero (inv_ne_zero hrC)
      (mul_ne_zero (mul_ne_zero (by norm_num) Complex.I_ne_zero) hsC)
  have hf : conjPair ((r : ℂ) * Complex.exp (θ * Complex.I)) = fun x =>
      1 / ((1 - x * ((r : ℂ)⁻¹ * Complex.exp (-(θ * Complex.I))))
        * (1 - x * ((r : ℂ)⁻¹ * Complex.exp (θ * Complex.I)))) := by
    funext x
    rw [conjPair, div_eq_mul_inv x, div_eq_mul_inv x, hp, hq]
  have hR : (r : ℂ)⁻¹ ^ n * (r : ℂ) ^ n = 1 := by
    rw [← mul_pow, inv_mul_cancel₀ hrC, one_pow]
  rw [pairCoeff, hf, taylorCoeff_twoPole (sub_ne_zero.mp (by rw [hd1]; exact hne)),
    hd1, hd (n + 1)]
  push_cast
  rw [div_eq_div_iff hne (mul_ne_zero (pow_ne_zero n hrC) hsC)]
  linear_combination ((r : ℂ)⁻¹ * (-2 * Complex.I) * Complex.sin (((n : ℂ) + 1) * θ)
    * Complex.sin θ) * hR

/-- For `r > 0` and `0 < θ < π`, the coefficient of order `n` has the sign of
`sin((n+1)θ)`. -/
theorem pairCoeff_sign {r θ : ℝ} (hr : 0 < r) (h0 : 0 < θ) (h1 : θ < π) (n : ℕ) :
    (0 < (pairCoeff r θ n).re ↔ 0 < Real.sin (((n : ℝ) + 1) * θ)) ∧
    ((pairCoeff r θ n).re < 0 ↔ Real.sin (((n : ℝ) + 1) * θ) < 0) := by
  have hb : 0 < r ^ n * Real.sin θ :=
    mul_pos (pow_pos hr n) (Real.sin_pos_of_pos_of_lt_pi h0 h1)
  rw [pairCoeff_eq hr h0 h1, Complex.ofReal_re, lt_div_iff₀ hb, div_lt_iff₀ hb, zero_mul]
  exact ⟨Iff.rfl, Iff.rfl⟩

/-- If a phase advances in steps `0 < θ < π` and its sine is positive at `L ≥ 1` successive
steps, then up to full turns all these phases lie in one open half turn `(0, π)`. -/
theorem run_in_half_turn {φ θ : ℝ} (h0 : 0 < θ) (h1 : θ < π) {L : ℕ} (hL : 0 < L)
    (h : ∀ k < L, 0 < Real.sin (φ + k * θ)) :
    ∃ ψ : ℝ, (∀ x, Real.sin (ψ + x) = Real.sin (φ + x)) ∧
      ∀ k < L, 0 < ψ + k * θ ∧ ψ + k * θ < π := by
  have hneg : ∀ y : ℝ, π ≤ y → y < 2 * π → Real.sin y ≤ 0 := by
    intro y ha hb
    have := Real.sin_nonneg_of_nonneg_of_le_pi (x := y - π) (by linarith) (by linarith)
    rw [Real.sin_sub_pi] at this
    linarith
  -- remove full turns from the starting phase
  obtain ⟨ψ, a, b, c⟩ : ∃ ψ : ℝ, 0 ≤ ψ ∧ ψ < 2 * π ∧
      ∀ x, Real.sin (ψ + x) = Real.sin (φ + x) := by
    have hpi : 0 < 2 * π := by positivity
    have e1 := (le_div_iff₀ hpi).mp (Int.floor_le (φ / (2 * π)))
    have e2 := (div_lt_iff₀ hpi).mp (Int.lt_floor_add_one (φ / (2 * π)))
    refine ⟨φ - ⌊φ / (2 * π)⌋ * (2 * π), by linarith, by linarith, fun x => ?_⟩
    rw [show φ - ⌊φ / (2 * π)⌋ * (2 * π) + x = φ + x - ⌊φ / (2 * π)⌋ * (2 * π) by ring,
      Real.sin_sub_int_mul_two_pi]
  have s0 : 0 < Real.sin ψ := by
    have := h 0 hL
    rw [← c] at this
    simpa using this
  have hψ : 0 < ψ := by
    refine lt_of_le_of_ne a ?_
    intro hz
    rw [← hz, Real.sin_zero] at s0
    exact lt_irrefl _ s0
  suffices hup : ∀ k < L, ψ + k * θ < π from
    ⟨ψ, c, fun k hk =>
      ⟨add_pos_of_pos_of_nonneg hψ (mul_nonneg (Nat.cast_nonneg k) h0.le), hup k hk⟩⟩
  -- a step shorter than π cannot jump over the negative half turn
  intro k
  induction k with
  | zero =>
    intro _
    simp only [Nat.cast_zero, zero_mul, add_zero]
    by_contra hc
    linarith [hneg ψ (not_lt.mp hc) b]
  | succ k ih =>
    intro hk
    have i := ih (by omega)
    have s := h (k + 1) hk
    rw [← c] at s
    by_contra hc
    have := hneg _ (not_lt.mp hc) (by push_cast; linarith)
    linarith

/-- For `r > 0` and `0 < θ < π`, any run of `L` consecutive strictly positive, or strictly
negative, coefficients satisfies `L < 1 + π/θ`. -/
theorem run_length_lt {r θ : ℝ} (hr : 0 < r) (h0 : 0 < θ) (h1 : θ < π) (m L : ℕ)
    (h : (∀ k < L, 0 < (pairCoeff r θ (m + k)).re) ∨
      (∀ k < L, (pairCoeff r θ (m + k)).re < 0)) :
    (L : ℝ) < 1 + π / θ := by
  have key : ∀ φ : ℝ, (∀ k < L, 0 < Real.sin (φ + k * θ)) → (L : ℝ) < 1 + π / θ := by
    intro φ hφ
    rcases L with _ | N
    · rw [Nat.cast_zero]
      positivity
    · obtain ⟨ψ, -, hk⟩ := run_in_half_turn h0 h1 (Nat.succ_pos N) hφ
      have hψ := (hk 0 (Nat.succ_pos N)).1
      rw [Nat.cast_zero, zero_mul, add_zero] at hψ
      have hN := (hk N (Nat.lt_succ_self N)).2
      have : (N : ℝ) < π / θ := (lt_div_iff₀ h0).mpr (by linarith)
      push_cast
      linarith
  rcases h with h | h
  · refine key (((m : ℝ) + 1) * θ) fun k hk => ?_
    have s := (pairCoeff_sign hr h0 h1 (m + k)).1.mp (h k hk)
    rwa [show (((m + k : ℕ) : ℝ) + 1) * θ = ((m : ℝ) + 1) * θ + k * θ by
      push_cast; ring] at s
  · -- a negative run is a positive run shifted by half a turn
    refine key (((m : ℝ) + 1) * θ + π) fun k hk => ?_
    have s := (pairCoeff_sign hr h0 h1 (m + k)).2.mp (h k hk)
    rw [show ((m : ℝ) + 1) * θ + π + k * θ = (((m + k : ℕ) : ℝ) + 1) * θ + π by
      push_cast; ring, Real.sin_add_pi]
    linarith

/-- For `r > 0` and `0 < θ < π`, a complete run of `L ≥ 1` positive coefficients, with a
non-positive one on either side, confines the angle by `(L-1)θ < π ≤ (L+1)θ`. -/
theorem complete_run_window {r θ : ℝ} (hr : 0 < r) (h0 : 0 < θ) (h1 : θ < π) {m L : ℕ}
    (hL : 0 < L) (hl : (pairCoeff r θ m).re ≤ 0)
    (h : ∀ k < L, 0 < (pairCoeff r θ (m + 1 + k)).re)
    (hu : (pairCoeff r θ (m + 1 + L)).re ≤ 0) :
    ((L : ℝ) - 1) * θ < π ∧ π ≤ ((L : ℝ) + 1) * θ := by
  have e : ∀ k : ℕ, (((m + 1 + k : ℕ) : ℝ) + 1) * θ = ((m : ℝ) + 2) * θ + k * θ := by
    intro k
    push_cast
    ring
  obtain ⟨ψ, c, hk⟩ := run_in_half_turn (φ := ((m : ℝ) + 2) * θ) h0 h1 hL
    (fun k hk => by
      rw [← e]
      exact (pairCoeff_sign hr h0 h1 _).1.mp (h k hk))
  have hfirst := hk 0 hL
  rw [Nat.cast_zero, zero_mul, add_zero] at hfirst
  obtain ⟨hψ, hψπ⟩ := hfirst
  have hlast := (hk (L - 1) (by omega)).2
  rw [Nat.cast_sub hL, Nat.cast_one] at hlast
  -- the phases just before and just after the run lie outside the half turn
  have hbefore : ψ ≤ θ := by
    by_contra hc
    have s := Real.sin_pos_of_pos_of_lt_pi (x := ψ + -θ)
      (by linarith [not_le.mp hc]) (by linarith)
    rw [c, show ((m : ℝ) + 2) * θ + -θ = ((m : ℝ) + 1) * θ by ring] at s
    exact not_lt_of_ge hl ((pairCoeff_sign hr h0 h1 m).1.mpr s)
  have hafter : π ≤ ψ + L * θ := by
    by_contra hc
    have s := Real.sin_pos_of_pos_of_lt_pi (x := ψ + L * θ) (by positivity) (not_le.mp hc)
    rw [c, ← e] at s
    exact not_lt_of_ge hu ((pairCoeff_sign hr h0 h1 _).1.mpr s)
  exact ⟨by linarith, by linarith⟩

/-- For `r > 0` and `0 < θ < π`, if the first `N` coefficients are positive and the next one
is not, then `Nθ < π ≤ (N+1)θ`. -/
theorem initial_run_window {r θ : ℝ} (hr : 0 < r) (h0 : 0 < θ) (h1 : θ < π) {N : ℕ}
    (h : ∀ k < N, 0 < (pairCoeff r θ k).re) (hu : (pairCoeff r θ N).re ≤ 0) :
    (N : ℝ) * θ < π ∧ π ≤ ((N : ℝ) + 1) * θ := by
  have hafter : π ≤ ((N : ℝ) + 1) * θ := by
    by_contra hc
    have s := Real.sin_pos_of_pos_of_lt_pi (x := ((N : ℝ) + 1) * θ)
      (by positivity) (not_le.mp hc)
    exact not_lt_of_ge hu ((pairCoeff_sign hr h0 h1 N).1.mpr s)
  refine ⟨?_, hafter⟩
  rcases N with _ | M
  · rw [Nat.cast_zero, zero_mul]
    exact Real.pi_pos
  · obtain ⟨ψ, c, hk⟩ := run_in_half_turn (φ := θ) h0 h1 (Nat.succ_pos M)
      (fun k hk => by
        rw [show θ + k * θ = ((k : ℝ) + 1) * θ by ring]
        exact (pairCoeff_sign hr h0 h1 k).1.mp (h k hk))
    have hfirst := hk 0 (Nat.succ_pos M)
    rw [Nat.cast_zero, zero_mul, add_zero] at hfirst
    obtain ⟨hψ, hψπ⟩ := hfirst
    -- the series starts at phase θ itself, with no full turn to remove
    have hz := c (-θ)
    rw [add_neg_cancel, Real.sin_zero] at hz
    have hψθ := (Real.sin_eq_zero_iff_of_lt_of_lt (by linarith) (by linarith)).mp hz
    have hlast := (hk M (Nat.lt_succ_self M)).2
    push_cast
    linarith

end

end LargeOrderSigns
```

```lean
#print axioms LargeOrderSigns.pairCoeff_sign
#print axioms LargeOrderSigns.run_length_lt
#print axioms LargeOrderSigns.complete_run_window
#print axioms LargeOrderSigns.initial_run_window
```

```
'LargeOrderSigns.pairCoeff_sign' depends on axioms: [propext, Classical.choice, Quot.sound]
'LargeOrderSigns.run_length_lt' depends on axioms: [propext, Classical.choice, Quot.sound]
'LargeOrderSigns.complete_run_window' depends on axioms: [propext, Classical.choice, Quot.sound]
'LargeOrderSigns.initial_run_window' depends on axioms: [propext, Classical.choice, Quot.sound]
```

## How the lemmas divide the work

`hasSum_twoPole` contains the partial fractions and geometric series. `taylorCoeff_twoPole` turns this sum, valid near 0, into a power series and identifies the derivatives through `factorial_smul`. In `pairCoeff_eq`, the step `hd` is the identity for $p^m-q^m$, used at $m=1$ and $m=n+1$; `pairCoeff_sign` then removes the positive denominator.

`run_in_half_turn` removes full turns with a floor function and proves the no-jump argument by induction on $k$. It accepts any starting phase, so `run_length_lt` can apply it to negative runs shifted by $\pi$. In `complete_run_window`, `hbefore` and `hafter` are the two boundary inequalities, each proved by contradiction. `initial_run_window` obtains $\psi=\theta$ from $\sin(\psi-\theta)=0$ and $|\psi-\theta|<\pi$.
